# Two-sided bounds on the carrier density of a nonparabolic Kane band with Boltzmann occupation

In a narrow-gap semiconductor, thermal electrons reach energies at which the conduction band is visibly no longer parabolic. If the band rises less steeply with wave number than the parabola of the same band-edge mass, its density of states lies above the parabolic one, and at the same temperature and chemical potential it holds more carriers. The size of that excess can be bounded in closed form for a band with a single nonparabolicity parameter.

Measure the energy E from the band edge and set ħ = k_B = 1, so that the temperature T is an energy. The band is isotropic, with band-edge mass m and nonparabolicity α ≥ 0, an inverse energy:

E(1 + αE) = k²/(2m).

Define the Kane and parabolic Boltzmann integrals over E > 0:

K(α,T) = ∫ √(E(1 + αE)) (1 + 2αE) exp(−E/T) dE

P(T) = ∫ √E exp(−E/T) dE.

For every α ≥ 0 and T > 0,

1 + 15αT/4 ≤ K(α,T)/P(T) ≤ 1 + 15αT/4 + 15α²T²/4.

The ratio of carrier densities at equal m, T and chemical potential μ obeys the same bounds.

## Correcting an effective density of states

A device or transport code that stores a parabolic effective density of states computed from the band-edge mass can multiply it by 1 + 15αT/4 to include weak nonparabolicity. For this one-parameter band with Boltzmann occupation, the factor is never too large, and it is too small by at most 15α²T²/4. A code that integrates this Kane density of states numerically with Boltzmann occupation can check the ratio of its result to the parabolic one against the bounds above, allowing for quadrature error.

As an illustration, take α = 0.8 eV⁻¹ and T = 0.025 eV, so αT = 0.02. The linear term is 15 × 0.02/4 = 0.075 and the quadratic term is 15 × 0.0004/4 = 0.0015. Hence

1.075 ≤ K/P ≤ 1.0765.

The parabolic formula misses about 7% of the carriers in the Kane band, while the linear factor is off by at most 0.0015.

## From the dispersion to the bounds

The wave number is k(E) = √(2mE(1 + αE)). With two spin states, the number of states per volume inside the sphere of radius k is k³/(3π²). Differentiating k² = 2mE(1 + αE) gives k dk/dE = m(1 + 2αE), so the density of states is

g(E) = (k²/π²) dk/dE = m k(E)(1 + 2αE)/π².

Apart from the constant m√(2m)/π², this is the factor in front of the exponential in K.

To compare it with √E, put x = αE and s = √(1 + x), so that x = s² − 1. Expanding in s confirms two identities:

s(1 + 2x) − (1 + 5x/2) = (s − 1)²(2s + 3/2)

1 + 5x/2 + x² − s(1 + 2x) = (s − 1)²(1 + 2x)/2.

Both right-hand sides are nonnegative. Multiplying by √E gives, at every E ≥ 0,

√E(1 + 5αE/2) ≤ √(E(1 + αE))(1 + 2αE) ≤ √E(1 + 5αE/2 + α²E²).

The thermal averages of E and E² are now needed. For n = 0, 1, 2, … let

Mₙ = ∫ Eⁿ √E exp(−E/T) dE = T^(n+3/2) Γ(n + 3/2),

again over E > 0. Since Γ(z + 1) = zΓ(z),

Mₙ₊₁ = (n + 3/2) T Mₙ.

As M₀ = P(T), the averages with weight √E exp(−E/T) are

⟨E⟩ = 3T/2 and ⟨E²⟩ = (5/2)(3/2)T² = 15T²/4.

Multiply the pointwise bounds by exp(−E/T), integrate, and divide by P(T) > 0. The linear term becomes (5α/2)(3T/2) = 15αT/4 and the quadratic one 15α²T²/4, which proves the result.

For the carrier density,

∫ g(E) exp((μ − E)/T) dE = (m√(2m)/π²) exp(μ/T) K(α,T).

The prefactor and exp(μ/T) cancel against the same expression at α = 0, where K(0,T) = P(T).

For α > 0, subtracting 1 and dividing by α gives

15T/4 ≤ (K/P − 1)/α ≤ 15T/4 + 15αT²/4.

Both ends tend to 15T/4 as α → 0 from above, so the linear coefficient is exact.

## The Lean file

```lean
import Mathlib

open MeasureTheory Set Filter Topology

namespace KaneNonparabolicity

noncomputable section

/-- Wave number at energy `E` in the Kane band `E (1 + α E) = k² / (2 m)`, with `ħ = 1`. -/
def waveNumber (m α E : ℝ) : ℝ := √(2 * m * (E * (1 + α * E)))

/-- Density of states per volume of the Kane band, both spins included. -/
def kaneDOS (m α E : ℝ) : ℝ := m * waveNumber m α E * (1 + 2 * α * E) / Real.pi ^ 2

/-- Carrier density of the Kane band with Boltzmann occupation at temperature `T` and
chemical potential `μ`, with `k_B = 1`. -/
def carrierDensity (m α T μ : ℝ) : ℝ :=
  ∫ E in Ioi (0 : ℝ), kaneDOS m α E * Real.exp ((μ - E) / T)

/-- Boltzmann integral of the Kane density of states without its constant prefactor. -/
def kaneIntegral (α T : ℝ) : ℝ :=
  ∫ E in Ioi (0 : ℝ), √(E * (1 + α * E)) * (1 + 2 * α * E) * Real.exp (-E / T)

/-- Boltzmann integral of the parabolic density of states without its constant prefactor. -/
def parabolicIntegral (T : ℝ) : ℝ := ∫ E in Ioi (0 : ℝ), √E * Real.exp (-E / T)

/-- The parabolic thermal distribution weighted by the `n`-th power of the energy. -/
def thermalWeight (n : ℕ) (T E : ℝ) : ℝ := E ^ n * √E * Real.exp (-E / T)

/-- The density of states is the energy derivative of the number of states per volume
inside the sphere of radius `k(E)`, which is `k³ / (3 π²)`. -/
theorem hasDerivAt_stateCount {m α E : ℝ} (hm : 0 < m) (hα : 0 ≤ α) (hE : 0 < E) :
    HasDerivAt (fun x => waveNumber m α x ^ 3 / (3 * Real.pi ^ 2)) (kaneDOS m α E) E := by
  have hq : HasDerivAt (fun x => 2 * m * (x * (1 + α * x))) (2 * m * (1 + 2 * α * E)) E := by
    have h := ((hasDerivAt_id' E).fun_mul
      (((hasDerivAt_id' E).const_mul α).const_add 1)).const_mul (2 * m)
    exact h.congr_deriv (by ring)
  have hpos : 0 < 2 * m * (E * (1 + α * E)) := by positivity
  have hs : √(2 * m * (E * (1 + α * E))) ≠ 0 := (Real.sqrt_pos.2 hpos).ne'
  have h := ((hq.sqrt hpos.ne').fun_pow 3).div_const (3 * Real.pi ^ 2)
  simp only [kaneDOS, waveNumber]
  refine h.congr_deriv ?_
  generalize √(2 * m * (E * (1 + α * E))) = s at hs ⊢
  have hpi := Real.pi_ne_zero
  norm_num
  field_simp

/-- Pointwise bounds on the Kane density of states by the parabolic one times polynomials in the
energy, both without their common constant prefactor. -/
theorem dos_bounds {α E : ℝ} (hα : 0 ≤ α) (hE : 0 ≤ E) :
    √E * (1 + 5 / 2 * α * E) ≤ √(E * (1 + α * E)) * (1 + 2 * α * E) ∧
    √(E * (1 + α * E)) * (1 + 2 * α * E) ≤ √E * (1 + 5 / 2 * α * E + α ^ 2 * E ^ 2) := by
  have hx0 : 0 ≤ α * E := mul_nonneg hα hE
  rw [Real.sqrt_mul hE]
  obtain ⟨s, hs⟩ : ∃ s, s = √(1 + α * E) := ⟨_, rfl⟩
  have hs0 : 0 ≤ s := by rw [hs]; exact Real.sqrt_nonneg _
  have hx : s ^ 2 = 1 + α * E := by rw [hs, Real.sq_sqrt (by linarith)]
  rw [← hs]
  have hx' : α * E = s ^ 2 - 1 := by linarith
  -- both differences are multiples of (s - 1)²
  have e1 : s * (1 + 2 * (α * E)) - (1 + 5 / 2 * (α * E))
      = (s - 1) ^ 2 * (2 * s + 3 / 2) := by rw [hx']; ring
  have e2 : 1 + 5 / 2 * (α * E) + (α * E) ^ 2 - s * (1 + 2 * (α * E))
      = (s - 1) ^ 2 / 2 * (1 + 2 * (α * E)) := by rw [hx']; ring
  have p1 : 0 ≤ (s - 1) ^ 2 * (2 * s + 3 / 2) := by positivity
  have p2 : 0 ≤ (s - 1) ^ 2 / 2 * (1 + 2 * (α * E)) :=
    mul_nonneg (by positivity) (by linarith)
  rw [← e1] at p1
  rw [← e2] at p2
  have q1 := mul_nonneg (Real.sqrt_nonneg E) p1
  have q2 := mul_nonneg (Real.sqrt_nonneg E) p2
  constructor
  · linarith
  · linarith

/-- The unnormalised thermal moments of the parabolic band are powers of `T` times values of the
Gamma function. -/
theorem integral_thermalWeight (n : ℕ) {T : ℝ} (hT : 0 < T) :
    ∫ E in Ioi (0 : ℝ), thermalWeight n T E
      = T ^ ((n : ℝ) + 3 / 2) * Real.Gamma ((n : ℝ) + 3 / 2) := by
  have h := Real.integral_rpow_mul_exp_neg_mul_Ioi (a := (n : ℝ) + 3 / 2) (r := 1 / T)
    (by positivity) (by positivity)
  rw [one_div_one_div] at h
  rw [← h]
  refine setIntegral_congr_fun measurableSet_Ioi fun E hE => ?_
  have hE' : 0 < E := hE
  show E ^ n * √E * Real.exp (-E / T)
    = E ^ ((n : ℝ) + 3 / 2 - 1) * Real.exp (-(1 / T * E))
  rw [show (n : ℝ) + 3 / 2 - 1 = n + 1 / 2 by ring, show -(1 / T * E) = -E / T by ring,
    Real.rpow_add hE', Real.rpow_natCast, ← Real.sqrt_eq_rpow]

/-- Thermal average of a quadratic polynomial in the energy over a parabolic band: `E`
averages to `3T/2` and `E²` to `15T²/4`, and the integral converges. -/
theorem parabolic_average (a b : ℝ) {T : ℝ} (hT : 0 < T) :
    IntegrableOn (fun E => √E * (1 + a * E + b * E ^ 2) * Real.exp (-E / T)) (Ioi 0) ∧
    ∫ E in Ioi (0 : ℝ), √E * (1 + a * E + b * E ^ 2) * Real.exp (-E / T)
      = (1 + a * (3 * T / 2) + b * (15 * T ^ 2 / 4)) * parabolicIntegral T := by
  -- a nonzero integral certifies integrability
  have hi : ∀ n : ℕ, Integrable (fun E => thermalWeight n T E)
      (volume.restrict (Ioi (0 : ℝ))) := by
    intro n
    by_contra hn
    have h0 := integral_undef hn
    rw [integral_thermalWeight n hT] at h0
    have : 0 < T ^ ((n : ℝ) + 3 / 2) * Real.Gamma ((n : ℝ) + 3 / 2) :=
      mul_pos (Real.rpow_pos_of_pos hT _) (Real.Gamma_pos_of_pos (by positivity))
    linarith
  -- recursion of the moments from the functional equation of Gamma
  have hr : ∀ n : ℕ, ∫ E in Ioi (0 : ℝ), thermalWeight (n + 1) T E
      = ((n : ℝ) + 3 / 2) * T * ∫ E in Ioi (0 : ℝ), thermalWeight n T E := by
    intro n
    have hn : (n : ℝ) + 3 / 2 ≠ 0 := by positivity
    rw [integral_thermalWeight _ hT, integral_thermalWeight _ hT,
      show ((n + 1 : ℕ) : ℝ) + 3 / 2 = ((n : ℝ) + 3 / 2) + 1 by push_cast; ring,
      Real.Gamma_add_one hn, Real.rpow_add_one hT.ne']
    ring
  have hP : ∫ E in Ioi (0 : ℝ), thermalWeight 0 T E = parabolicIntegral T := by
    simp only [thermalWeight, parabolicIntegral, pow_zero, one_mul]
  have r1 := hr 0
  have r2 := hr 1
  norm_num at r1 r2
  have heq : (fun E => √E * (1 + a * E + b * E ^ 2) * Real.exp (-E / T))
      = fun E => thermalWeight 0 T E + a * thermalWeight 1 T E + b * thermalWeight 2 T E := by
    funext E
    simp only [thermalWeight]
    ring
  have h1 : Integrable (fun E => a * thermalWeight 1 T E)
      (volume.restrict (Ioi (0 : ℝ))) := (hi 1).const_mul a
  have h2 : Integrable (fun E => b * thermalWeight 2 T E)
      (volume.restrict (Ioi (0 : ℝ))) := (hi 2).const_mul b
  have h01 : Integrable (fun E => thermalWeight 0 T E + a * thermalWeight 1 T E)
      (volume.restrict (Ioi (0 : ℝ))) := (hi 0).add h1
  rw [heq]
  refine ⟨h01.add h2, ?_⟩
  rw [integral_add h01 h2, integral_add (hi 0) h1, integral_const_mul, integral_const_mul,
    r2, r1, hP]
  ring

/-- The parabolic Boltzmann integral is positive. -/
theorem parabolicIntegral_pos {T : ℝ} (hT : 0 < T) : 0 < parabolicIntegral T := by
  have h := integral_thermalWeight 0 hT
  simp only [thermalWeight, pow_zero, one_mul] at h
  unfold parabolicIntegral
  rw [h]
  exact mul_pos (Real.rpow_pos_of_pos hT _) (Real.Gamma_pos_of_pos (by positivity))

/-- The ratio of the Kane to the parabolic Boltzmann integral lies between
`1 + 15αT/4` and `1 + 15αT/4 + 15α²T²/4`. -/
theorem kane_ratio_bounds {α T : ℝ} (hα : 0 ≤ α) (hT : 0 < T) :
    1 + 15 * α * T / 4 ≤ kaneIntegral α T / parabolicIntegral T ∧
    kaneIntegral α T / parabolicIntegral T
      ≤ 1 + 15 * α * T / 4 + 15 * α ^ 2 * T ^ 2 / 4 := by
  obtain ⟨il, el⟩ := parabolic_average (5 / 2 * α) 0 hT
  obtain ⟨iu, eu⟩ := parabolic_average (5 / 2 * α) (α ^ 2) hT
  have up : ∀ E ∈ Ioi (0 : ℝ),
      √(E * (1 + α * E)) * (1 + 2 * α * E) * Real.exp (-E / T)
        ≤ √E * (1 + 5 / 2 * α * E + α ^ 2 * E ^ 2) * Real.exp (-E / T) := fun E hE =>
    mul_le_mul_of_nonneg_right (dos_bounds hα (le_of_lt hE)).2 (Real.exp_pos _).le
  have low : ∀ E ∈ Ioi (0 : ℝ),
      √E * (1 + 5 / 2 * α * E + 0 * E ^ 2) * Real.exp (-E / T)
        ≤ √(E * (1 + α * E)) * (1 + 2 * α * E) * Real.exp (-E / T) := fun E hE => by
    rw [zero_mul, add_zero]
    exact mul_le_mul_of_nonneg_right (dos_bounds hα (le_of_lt hE)).1 (Real.exp_pos _).le
  -- the Kane integrand is dominated by the upper bound, hence integrable
  have ik : IntegrableOn
      (fun E => √(E * (1 + α * E)) * (1 + 2 * α * E) * Real.exp (-E / T)) (Ioi 0) := by
    refine Integrable.mono' iu (Continuous.aestronglyMeasurable (by fun_prop)) ?_
    filter_upwards [ae_restrict_mem measurableSet_Ioi] with E hE
    have hE' : 0 < E := hE
    rw [Real.norm_of_nonneg (by positivity)]
    exact up E hE
  have hl := setIntegral_mono_on il ik measurableSet_Ioi low
  have hu := setIntegral_mono_on ik iu measurableSet_Ioi up
  rw [el] at hl
  rw [eu] at hu
  have hP := parabolicIntegral_pos hT
  rw [le_div_iff₀ hP, div_le_iff₀ hP]
  unfold kaneIntegral
  constructor
  · linarith
  · linarith

/-- At equal band-edge mass, temperature and chemical potential, the carrier density of the Kane
band relative to that of the parabolic band lies between `1 + 15αT/4` and `1 + 15αT/4 + 15α²T²/4`.
-/
theorem carrierDensity_ratio_bounds {m α T : ℝ} (μ : ℝ) (hm : 0 < m) (hα : 0 ≤ α)
    (hT : 0 < T) :
    1 + 15 * α * T / 4 ≤ carrierDensity m α T μ / carrierDensity m 0 T μ ∧
    carrierDensity m α T μ / carrierDensity m 0 T μ
      ≤ 1 + 15 * α * T / 4 + 15 * α ^ 2 * T ^ 2 / 4 := by
  -- mass prefactor and fugacity factor out of the integral
  have hc : ∀ β : ℝ, carrierDensity m β T μ
      = m * √(2 * m) / Real.pi ^ 2 * Real.exp (μ / T) * kaneIntegral β T := by
    intro β
    unfold carrierDensity kaneIntegral
    rw [← integral_const_mul]
    congr 1
    funext E
    rw [kaneDOS, waveNumber, Real.sqrt_mul (by positivity : (0 : ℝ) ≤ 2 * m),
      show (μ - E) / T = μ / T + -E / T by ring, Real.exp_add]
    ring
  have h0 : kaneIntegral 0 T = parabolicIntegral T := by
    simp [kaneIntegral, parabolicIntegral]
  have hne : m * √(2 * m) / Real.pi ^ 2 * Real.exp (μ / T) ≠ 0 := by positivity
  rw [hc α, hc 0, h0, mul_div_mul_left _ _ hne]
  exact kane_ratio_bounds hα hT

/-- As `α` tends to zero from above, the relative correction to the parabolic Boltzmann
integral divided by `α` tends to `15T/4`. -/
theorem tendsto_first_correction {T : ℝ} (hT : 0 < T) :
    Tendsto (fun α => (kaneIntegral α T / parabolicIntegral T - 1) / α)
      (𝓝[>] 0) (𝓝 (15 * T / 4)) := by
  have hcont : Continuous (fun α : ℝ => 15 * T / 4 + 15 / 4 * T ^ 2 * α) := by fun_prop
  have hup : Tendsto (fun α : ℝ => 15 * T / 4 + 15 / 4 * T ^ 2 * α)
      (𝓝[>] 0) (𝓝 (15 * T / 4 + 15 / 4 * T ^ 2 * 0)) :=
    (hcont.tendsto 0).mono_left nhdsWithin_le_nhds
  rw [mul_zero, add_zero] at hup
  refine tendsto_of_tendsto_of_tendsto_of_le_of_le' tendsto_const_nhds hup ?_ ?_
  · filter_upwards [self_mem_nhdsWithin] with α hα
    have hα' : 0 < α := hα
    rw [le_div_iff₀ hα']
    linarith [(kane_ratio_bounds hα'.le hT).1]
  · filter_upwards [self_mem_nhdsWithin] with α hα
    have hα' : 0 < α := hα
    rw [div_le_iff₀ hα']
    linarith [(kane_ratio_bounds hα'.le hT).2]

end

end KaneNonparabolicity
```

```lean
#print axioms KaneNonparabolicity.hasDerivAt_stateCount
#print axioms KaneNonparabolicity.carrierDensity_ratio_bounds
#print axioms KaneNonparabolicity.tendsto_first_correction
```

```
'KaneNonparabolicity.hasDerivAt_stateCount' depends on axioms: [propext, Classical.choice, Quot.sound]
'KaneNonparabolicity.carrierDensity_ratio_bounds' depends on axioms: [propext, Classical.choice, Quot.sound]
'KaneNonparabolicity.tendsto_first_correction' depends on axioms: [propext, Classical.choice, Quot.sound]
```

## How the definitions and theorems encode the band

All physical quantities are real numbers, and `Ioi (0 : ℝ)` is the energy range E > 0. `waveNumber` is k(E), `kaneDOS` is g(E) with both spins, and `kaneIntegral` and `parabolicIntegral` are K and P. `carrierDensity` includes the mass prefactor and the chemical potential; its parabolic reference is the same function at α = 0.

The main theorem, `kane_ratio_bounds`, assumes only `0 ≤ α` and `0 < T`. `carrierDensity_ratio_bounds` adds `0 < m` and allows any real μ. `tendsto_first_correction` states the limit, with `𝓝[>] 0` expressing the approach to zero through positive α. `hasDerivAt_stateCount` ties the density of states to the dispersion by proving that it is the energy derivative of k³/(3π²) for E > 0; the state-counting formula itself is the physical input.

## How the Lean proof follows the calculation

`dos_bounds` introduces s and proves the two square identities as `e1` and `e2`, each by substituting αE = s² − 1 and calling `ring`. `integral_thermalWeight` matches the moments to Mathlib's Gamma integral.

`parabolic_average` derives the recursion and evaluates the average of 1 + aE + bE² for arbitrary real a and b. It also proves convergence: Lean assigns the value zero to the integral of a non-integrable function, so the positive Gamma value shows that each moment is integrable.

In `kane_ratio_bounds`, the quadratic upper bound dominates the Kane integrand and makes it integrable. `setIntegral_mono_on` then integrates both inequalities, and `parabolicIntegral_pos` permits the division. `carrierDensity_ratio_bounds` factors out the constants and reuses this result, while `tendsto_first_correction` is the squeeze argument.

## Range of validity and the Fermi–Dirac alternative

The bounds hold for all αT ≥ 0, not only small values, but the interval widens as (αT)² and is most informative when αT is small. They concern exact integrals and say nothing about floating-point or quadrature error.

The Kane dispersion is assumed, with α a given constant that stands for the band's departure from a parabola. It is not derived from a multiband k·p Hamiltonian, and anisotropy, negative α and a finite upper band edge are not treated. Boltzmann occupation represents a nondegenerate electron gas, with μ well below the band edge on the scale of T. The inequality for `carrierDensity` remains true at higher μ, but the integral then no longer describes the electron density.

Modelling the occupation by the Fermi–Dirac function f(E) = 1/(exp((E − μ)/T) + 1) would cover the degenerate case. The pointwise bounds would carry over, but the averages of E and E² would be taken with weight √E f(E). They would become ratios of Fermi–Dirac integrals, and the bounds on the density ratio would depend on μ.
